# Rotating both electrons by the same unitary rotates the partial trace by that unitary

Take any operator `M` on two electrons, written as a complex matrix over pairs of states from a finite one-electron basis, and trace out the second electron with no prefactor. The lemma says that if both electrons are first rotated by the same unitary `U`, the result is U Tr₂(M) U†, the partial trace of `M` rotated by `U`. `M` need not be Hermitian, antisymmetric or normalised. The proof splits U ⊗ U into a factor on each electron, takes the first-electron factors out of the trace, and moves the second-electron factor round cyclically so that U†U = 1 removes it.

Lean 4 with Mathlib refuses this proof:

```lean
import Mathlib

open Matrix
open scoped Kronecker

namespace AtomicHartreeFock

noncomputable section

variable {n k : Type*} [Fintype n] [DecidableEq n] [Fintype k] [DecidableEq k]

/-- The partial trace of a two-electron operator over the second electron. -/
def partialTrace (M : Matrix (n × n) (n × n) ℂ) : Matrix n n ℂ :=
  Matrix.of fun p q => ∑ r, M (p, r) (q, r)

/-- Rotating both electrons by a unitary `U` and then tracing out the second one gives the
rotated partial trace. -/
theorem partialTrace_conj {U : Matrix n n ℂ} (hU : Uᴴ * U = 1)
    (M : Matrix (n × n) (n × n) ℂ) :
    partialTrace ((U ⊗ₖ U) * M * (Uᴴ ⊗ₖ Uᴴ)) = U * partialTrace M * Uᴴ := by
  -- factors on the first electron come out of the partial trace
  have hl : ∀ (A : Matrix n n ℂ) (N : Matrix (n × n) (n × n) ℂ),
      partialTrace ((A ⊗ₖ (1 : Matrix n n ℂ)) * N) = A * partialTrace N := by
    intro A N
    ext p q
    simp only [partialTrace, Matrix.of_apply, Matrix.mul_apply, Finset.mul_sum]
    rw [Finset.sum_comm' (t' := Finset.univ) (s' := fun _ => Finset.univ) (by simp)]
    simp [Fintype.sum_prod_type, Matrix.one_apply]
  have hr : ∀ (A : Matrix n n ℂ) (N : Matrix (n × n) (n × n) ℂ),
      partialTrace (N * (A ⊗ₖ (1 : Matrix n n ℂ))) = partialTrace N * A := by
    intro A N
    ext p q
    simp only [partialTrace, Matrix.of_apply, Matrix.mul_apply, Finset.sum_mul]
    rw [Finset.sum_comm' (t' := Finset.univ) (s' := fun _ => Finset.univ) (by simp)]
    simp [Fintype.sum_prod_type, Matrix.one_apply]
  -- factors on the second electron may be moved cyclically
  have hc : ∀ (B : Matrix n n ℂ) (N : Matrix (n × n) (n × n) ℂ),
      partialTrace (((1 : Matrix n n ℂ) ⊗ₖ B) * N)
        = partialTrace (N * ((1 : Matrix n n ℂ) ⊗ₖ B)) := by
    intro B N
    ext p q
    simp only [partialTrace, Matrix.of_apply, Matrix.mul_apply, Fintype.sum_prod_type_right,
      Matrix.kroneckerMap_apply, Matrix.one_apply, ite_mul, mul_ite, one_mul, zero_mul,
      mul_zero, Finset.sum_ite_eq, Finset.sum_ite_eq', Finset.mem_univ, if_true]
    rw [Finset.sum_comm]
    exact Finset.sum_congr rfl fun r _ => Finset.sum_congr rfl fun s _ => mul_comm _ _
  have h1 : U ⊗ₖ U = (U ⊗ₖ (1 : Matrix n n ℂ)) * ((1 : Matrix n n ℂ) ⊗ₖ U) := by
    rw [← mul_kronecker_mul, Matrix.mul_one, Matrix.one_mul]
  have h2 : Uᴴ ⊗ₖ Uᴴ = ((1 : Matrix n n ℂ) ⊗ₖ Uᴴ) * (Uᴴ ⊗ₖ (1 : Matrix n n ℂ)) := by
    rw [← mul_kronecker_mul, Matrix.mul_one, Matrix.one_mul]
  have h3 : ((1 : Matrix n n ℂ) ⊗ₖ Uᴴ) * ((1 : Matrix n n ℂ) ⊗ₖ U) = 1 := by
    rw [← mul_kronecker_mul, hU, Matrix.one_mul, one_kronecker_one]
  rw [h1, h2, ← Matrix.mul_assoc, hr, Matrix.mul_assoc, Matrix.mul_assoc, hl, hc,
    Matrix.mul_assoc, h3, Matrix.mul_one]

end

end AtomicHartreeFock
```

Lean reports:

```
Main.lean:54:22: error: Tactic `rewrite` failed: Did not find an occurrence of the pattern
  kroneckerMap (fun x1 x2 => x1 * x2) 1 Uᴴ * kroneckerMap (fun x1 x2 => x1 * x2) 1 U
in the target expression
  U * (partialTrace (M * kroneckerMap (fun x1 x2 => x1 * x2) 1 Uᴴ * kroneckerMap (fun x1 x2 => x1 * x2) 1 U) * Uᴴ) =
    U * partialTrace M * Uᴴ

n : Type u_1
inst✝¹ : Fintype n
inst✝ : DecidableEq n
U : Matrix n n ℂ
hU : Uᴴ * U = 1
M : Matrix (n × n) (n × n) ℂ
hl :
  ∀ (A : Matrix n n ℂ) (N : Matrix (n × n) (n × n) ℂ),
    partialTrace (kroneckerMap (fun x1 x2 => x1 * x2) A 1 * N) = A * partialTrace N
hr :
  ∀ (A : Matrix n n ℂ) (N : Matrix (n × n) (n × n) ℂ),
    partialTrace (N * kroneckerMap (fun x1 x2 => x1 * x2) A 1) = partialTrace N * A
hc :
  ∀ (B : Matrix n n ℂ) (N : Matrix (n × n) (n × n) ℂ),
    partialTrace (kroneckerMap (fun x1 x2 => x1 * x2) 1 B * N) =
      partialTrace (N * kroneckerMap (fun x1 x2 => x1 * x2) 1 B)
h1 :
  kroneckerMap (fun x1 x2 => x1 * x2) U U =
    kroneckerMap (fun x1 x2 => x1 * x2) U 1 * kroneckerMap (fun x1 x2 => x1 * x2) 1 U
h2 :
  kroneckerMap (fun x1 x2 => x1 * x2) Uᴴ Uᴴ =
    kroneckerMap (fun x1 x2 => x1 * x2) 1 Uᴴ * kroneckerMap (fun x1 x2 => x1 * x2) Uᴴ 1
h3 : kroneckerMap (fun x1 x2 => x1 * x2) 1 Uᴴ * kroneckerMap (fun x1 x2 => x1 * x2) 1 U = 1
⊢ U * (partialTrace (M * kroneckerMap (fun x1 x2 => x1 * x2) 1 Uᴴ * kroneckerMap (fun x1 x2 => x1 * x2) 1 U) * Uᴴ) =
    U * partialTrace M * Uᴴ
```

The error says that `rw` could not find the product (1 ⊗ U†)(1 ⊗ U), the left side of `h3`, in the goal. Both factors are there, but inside the trace they are grouped as (M (1 ⊗ U†)) (1 ⊗ U), so their product is not a subterm. The `Matrix.mul_assoc` just before `h3` was meant to regroup them. Given no arguments, it took the first triple product it met, which was the outer one, and turned (U Tr₂(…)) U† into U (Tr₂(…) U†), leaving the inside of the trace as it was.

Writing `Matrix.mul_assoc M` fixes the leftmost factor as `M`, so the rewrite can only act inside the trace. It gives M ((1 ⊗ U†)(1 ⊗ U)), which `h3` turns into M · 1 and `Matrix.mul_one` into `M`. The two sides of the goal are then identical. The `Matrix.mul_assoc` added at the end regroups both in the same way and isn't needed for the cure.

The repair, with which the file compiles:

```diff
@@ -52,5 +52,5 @@
     rw [← mul_kronecker_mul, hU, Matrix.one_mul, one_kronecker_one]
   rw [h1, h2, ← Matrix.mul_assoc, hr, Matrix.mul_assoc, Matrix.mul_assoc, hl, hc,
-    Matrix.mul_assoc, h3, Matrix.mul_one]
+    Matrix.mul_assoc M, h3, Matrix.mul_one, Matrix.mul_assoc]
 
 end
```
